# A finite set of concentric s-type Gaussians in three dimensions has a positive definite overlap matrix exactly when the exponents are distinct

## Can crowded exponents make the overlap matrix singular?

Before my program solves $Hc = ESc$ for the s states of an atom, it makes a Cholesky factorisation of the overlap matrix $S$, and that step needs $S$ to be positive definite. All my basis functions are Gaussians $e^{-a r^2}$ on the same nucleus, and only the exponents differ. Two of them with exponents $1.0$ and $1.1$ already have a normalised overlap of about $0.998$, so they are nearly the same function. If I keep squeezing in more exponents, can $S$ become truly singular while all the exponents are still different? Or is a failed factorisation then a matter of rounding?

## Distinct exponents suffice, however close they are

The exact matrix never becomes singular: for any finite list of distinct positive exponents it is positive definite. If the exponents are distinct and the matrix elements are correctly coded, a failed factorisation comes from rounding. A repeated exponent, on the other hand, always destroys positive definiteness.

### From the Gaussian integral to a positive quadratic form

Number the exponents $a_0,\dots,a_{n-1}>0$ and write $g_i(x)=e^{-a_i\|x\|^2}$, where $\|x\|=r$ is the distance from the nucleus. The product of two such functions is a Gaussian with the summed exponent, and its integral factorises into three one-dimensional ones:

$$\int g_i g_j\,d^3x=\left(\int_{-\infty}^{\infty}e^{-(a_i+a_j)t^2}dt\right)^3=\pi^{3/2}(a_i+a_j)^{-3/2}.$$

Let $M_{ij}=(a_i+a_j)^{-3/2}$, so that the unnormalised overlap matrix is $\pi^{3/2}M$. For real coefficients $c_i$ put $\psi=\sum_i c_i g_i$. Expanding the square and integrating term by term gives

$$\int\psi^2\,d^3x=\sum_{i,j}c_ic_j\int g_ig_j\,d^3x=\pi^{3/2}\,c^{T}Mc .$$

The left side is never negative, so neither is $c^TMc$. It remains to exclude zero when $c\neq0$.

Suppose $\sum_i c_i e^{-a_i r^2}=0$ for every $r>0$. Choose the radii with $r^2=k+1$ for $k=0,\dots,n-1$, and set $q_i=e^{-a_i}$. Then

$$\sum_i (c_iq_i)\,q_i^{k}=0,\qquad k=0,\dots,n-1.$$

This is a Vandermonde system for the unknowns $c_iq_i$. Its determinant is, up to sign, $\prod_{i<j}(q_j-q_i)$, which is nonzero because distinct exponents give distinct $q_i$. Hence every $c_iq_i$ vanishes, and since $q_i>0$, every $c_i$ vanishes.

So if $c\ne0$, then $\psi$ is nonzero at some point. By continuity $\psi^2$ is positive on a small ball around that point, and it is nonnegative elsewhere. Its integral is therefore positive, and so is $c^TMc$.

Conversely, let $a_i=a_j$ with $i\neq j$, and let $v=e_i-e_j$ be the difference of the two unit coefficient vectors. Then $(Mv)_k=M_{ki}-M_{kj}=0$ for every $k$, so $v^TMv=0$ with $v\neq0$, and $M$ is not positive definite.

### What the Lean theorems say about the basis

The argument is formalised in Lean 4 with Mathlib. The main theorem, `overlapMatrix_posDef_iff`, says that if all `a i` are positive, then `overlapMatrix a` is positive definite if and only if `a` is injective, which means that no exponent occurs twice.

- `Space` is three-dimensional Euclidean space with the nucleus at the origin, and `sGaussian a x` is the unnormalised function $e^{-a\|x\|^2}$.
- `overlap a b` is the actual integral over space. Its closed form is proved in `overlap_eq`.
- `overlapMatrix a` is $M$, without the factor $\pi^{3/2}$. The overlap matrix of these unnormalised functions is $M$ multiplied by that positive constant.
- `orbital a c` is $\psi$, any real linear combination of the basis functions. It need not be normalised or solve an eigenvalue problem.
- `Fin n` numbers the basis functions from $0$ to $n-1$.
- `PosDef` means, for this real matrix, that it is symmetric and that $c^TMc>0$ for every nonzero $c$.

The positivity hypothesis `ha` stands for the requirement that each Gaussian is square integrable: with $a_i\le0$ it would not decay, and its overlap with itself would diverge.

With normalised Gaussians the matrix elements are

$$S_{ij}=\left(\frac{2\sqrt{a_ia_j}}{a_i+a_j}\right)^{3/2}.$$

This matrix is $DMD$ with a positive diagonal matrix $D$, so it is positive definite under the same condition. For exponents $1.0$ and $1.1$ the off-diagonal element is about $0.9983$, and the smaller eigenvalue of the $2\times2$ matrix is about $0.0017$: small, but positive. The normalised formula and this example are ordinary algebra added here, with no theorem in the code behind them.

In an electronic-structure calculation the result guarantees that $S$ has an exact Cholesky factor and an exact $S^{-1/2}$, as long as the basis is a finite set of uncontracted s-type Gaussians on one centre with distinct positive exponents. Several centres, higher angular momentum and contracted functions need their own arguments. The step from the theorem to your program that the hypotheses leave open is floating-point arithmetic: the theorem gives no lower bound on the smallest eigenvalue, which tends to zero as two exponents approach each other, and a rounded matrix can fail to be positive definite.

```lean
import Mathlib

open MeasureTheory Matrix

namespace ConcentricGaussianOverlap

noncomputable section

/-- Three-dimensional Euclidean space, with the common centre of the Gaussians at the origin. -/
abbrev Space := EuclideanSpace ℝ (Fin 3)

/-- The unnormalised s-type Gaussian `exp (-a r²)`, where `r` is the distance from the origin. -/
def sGaussian (a : ℝ) (x : Space) : ℝ := Real.exp (-a * ‖x‖ ^ 2)

/-- The overlap integral of two concentric s-type Gaussians over three-dimensional space,
for positive exponents. -/
def overlap (a b : ℝ) : ℝ := ∫ x : Space, sGaussian a x * sGaussian b x

/-- The orbital with coefficients `c` in the basis of Gaussians with exponents `a`. -/
def orbital {n : ℕ} (a c : Fin n → ℝ) (x : Space) : ℝ := ∑ i, c i * sGaussian (a i) x

/-- The matrix with entries `(a i + a j) ^ (-3/2)`, for positive exponents. -/
def overlapMatrix {n : ℕ} (a : Fin n → ℝ) : Matrix (Fin n) (Fin n) ℝ :=
  Matrix.of fun i j => (a i + a j) ^ (-(3 / 2 : ℝ))

/-- For positive exponents the overlap of two concentric s-type Gaussians is
`π ^ (3/2) * (a + b) ^ (-3/2)`. -/
theorem overlap_eq {a b : ℝ} (ha : 0 < a) (hb : 0 < b) :
    overlap a b = Real.pi ^ (3 / 2 : ℝ) * (a + b) ^ (-(3 / 2 : ℝ)) := by
  have hab : 0 < a + b := add_pos ha hb
  -- the product of two concentric Gaussians is a Gaussian with the summed exponent
  have h : (fun x : Space => sGaussian a x * sGaussian b x) =
      fun x => Real.exp (-(a + b) * ‖x‖ ^ 2) := by
    funext x
    simp only [sGaussian]
    rw [← Real.exp_add]
    congr 1
    ring
  unfold overlap
  rw [h, GaussianFourier.integral_rexp_neg_mul_sq_norm hab, finrank_euclideanSpace_fin,
    Real.div_rpow Real.pi_pos.le hab.le, Real.rpow_neg hab.le]
  push_cast
  exact div_eq_mul_inv _ _

/-- The product of two s-type Gaussians with positive exponents is integrable over space. -/
theorem integrable_product {a b : ℝ} (ha : 0 < a) (hb : 0 < b) :
    Integrable (fun x : Space => sGaussian a x * sGaussian b x) := by
  by_contra h
  have h0 : overlap a b = 0 := integral_undef h
  rw [overlap_eq ha hb] at h0
  have hpos := mul_pos (Real.rpow_pos_of_pos Real.pi_pos (3 / 2 : ℝ))
    (Real.rpow_pos_of_pos (add_pos ha hb) (-(3 / 2 : ℝ)))
  linarith

/-- Gaussians with distinct exponents are linearly independent on `r > 0`: a combination that
vanishes at every positive radius has only zero coefficients. -/
theorem gaussians_independent {n : ℕ} {a : Fin n → ℝ} (hinj : Function.Injective a)
    (c : Fin n → ℝ) (h : ∀ r : ℝ, 0 < r → ∑ i, c i * Real.exp (-a i * r ^ 2) = 0) :
    c = 0 := by
  have hx : Function.Injective (fun i => Real.exp (-a i)) := fun i j hij =>
    hinj (neg_injective (Real.exp_injective hij))
  -- sampling at r² = 1, 2, ..., n gives a Vandermonde system
  have hs : ∀ k : Fin n,
      ∑ i, (c i * Real.exp (-a i)) * Real.exp (-a i) ^ (k : ℕ) = 0 := by
    intro k
    have hk : (0 : ℝ) < ((k : ℕ) : ℝ) + 1 := by positivity
    refine Eq.trans (Finset.sum_congr rfl fun i _ => ?_)
      (h (Real.sqrt (((k : ℕ) : ℝ) + 1)) (Real.sqrt_pos.2 hk))
    have e : Real.exp (-a i * (((k : ℕ) : ℝ) + 1)) =
        Real.exp (-a i) * Real.exp (-a i) ^ (k : ℕ) := by
      rw [← Real.exp_nat_mul, ← Real.exp_add]
      congr 1
      ring
    rw [Real.sq_sqrt hk.le, e]
    ring
  have hv : (fun i => c i * Real.exp (-a i)) = 0 :=
    Matrix.eq_zero_of_forall_pow_sum_mul_pow_eq_zero hx hs
  funext i
  exact (mul_eq_zero.1 (congrFun hv i)).resolve_right (Real.exp_ne_zero _)

/-- The square of an orbital is the double sum of products of its basis functions, each weighted by
the product of the two coefficients. -/
theorem orbital_sq {n : ℕ} (a c : Fin n → ℝ) (x : Space) :
    orbital a c x ^ 2 =
      ∑ i, ∑ j, c i * c j * (sGaussian (a i) x * sGaussian (a j) x) := by
  unfold orbital
  rw [sq, Finset.sum_mul_sum]
  exact Finset.sum_congr rfl fun i _ => Finset.sum_congr rfl fun j _ => by ring

/-- For positive exponents every orbital is square integrable, and its squared norm is
`π ^ (3/2)` times the quadratic form of the matrix `(a i + a j) ^ (-3/2)`. -/
theorem orbital_norm_sq {n : ℕ} {a : Fin n → ℝ} (ha : ∀ i, 0 < a i) (c : Fin n → ℝ) :
    Integrable (fun x => orbital a c x ^ 2) ∧
      ∫ x, orbital a c x ^ 2 =
        Real.pi ^ (3 / 2 : ℝ) * (c ⬝ᵥ (overlapMatrix a *ᵥ c)) := by
  have hint : ∀ i j, Integrable
      (fun x : Space => c i * c j * (sGaussian (a i) x * sGaussian (a j) x)) :=
    fun i j => (integrable_product (ha i) (ha j)).const_mul _
  simp_rw [orbital_sq]
  refine ⟨MeasureTheory.integrable_finsetSum _ fun i _ => MeasureTheory.integrable_finsetSum _ fun j _ => hint i j, ?_⟩
  rw [MeasureTheory.integral_finsetSum _ (fun i _ => MeasureTheory.integrable_finsetSum _ fun j _ => hint i j)]
  simp only [dotProduct, Matrix.mulVec, Finset.mul_sum]
  refine Finset.sum_congr rfl fun i _ => ?_
  rw [MeasureTheory.integral_finsetSum _ (fun j _ => hint i j)]
  refine Finset.sum_congr rfl fun j _ => ?_
  -- each term is a constant multiple of an overlap integral
  have hS := overlap_eq (ha i) (ha j)
  unfold overlap at hS
  rw [integral_const_mul, hS]
  simp only [overlapMatrix, Matrix.of_apply]
  ring

/-- For distinct positive exponents the matrix `(a i + a j) ^ (-3/2)` is positive definite. -/
theorem overlapMatrix_posDef {n : ℕ} {a : Fin n → ℝ} (ha : ∀ i, 0 < a i)
    (hinj : Function.Injective a) : (overlapMatrix a).PosDef := by
  rw [Matrix.posDef_iff_dotProduct_mulVec]
  refine ⟨Matrix.IsHermitian.ext fun i j => by simp [overlapMatrix, add_comm], fun c hc => ?_⟩
  have hstar : star c = c := by
    ext i
    simp
  rw [hstar]
  -- by linear independence the orbital is nonzero at some radius
  have hr : ∃ r : ℝ, 0 < r ∧ ∑ i, c i * Real.exp (-a i * r ^ 2) ≠ 0 := by
    by_contra h
    push Not at h
    exact hc (gaussians_independent hinj c h)
  obtain ⟨r, hr0, hr⟩ := hr
  have hnorm : ‖(EuclideanSpace.single 0 r : Space)‖ = r := by
    simp [abs_of_pos hr0]
  have hne : orbital a c (EuclideanSpace.single 0 r) ^ 2 ≠ 0 := by
    refine pow_ne_zero 2 ?_
    simp only [orbital, sGaussian, hnorm]
    exact hr
  have hcont : Continuous (fun x => orbital a c x ^ 2) := by
    unfold orbital sGaussian
    fun_prop
  obtain ⟨hint, hval⟩ := orbital_norm_sq ha c
  -- hence its squared norm is positive
  have hpos : 0 < ∫ x, orbital a c x ^ 2 :=
    integral_pos_of_integrable_nonneg_nonzero hcont hint (fun x => sq_nonneg _) hne
  rw [hval] at hpos
  exact (mul_pos_iff_of_pos_left (Real.rpow_pos_of_pos Real.pi_pos _)).1 hpos

/-- For positive exponents the matrix `(a i + a j) ^ (-3/2)` is positive definite if and only if
the exponents are distinct. -/
theorem overlapMatrix_posDef_iff {n : ℕ} {a : Fin n → ℝ} (ha : ∀ i, 0 < a i) :
    (overlapMatrix a).PosDef ↔ Function.Injective a := by
  refine ⟨fun hP i j hij => ?_, overlapMatrix_posDef ha⟩
  by_contra hne
  -- the difference of the two unit coefficient vectors is nonzero, and the matrix annihilates it
  have hc : (Pi.single i 1 - Pi.single j 1 : Fin n → ℝ) ≠ 0 := by
    intro h
    have hi := congrFun h i
    simp [hne] at hi
  have h0 : overlapMatrix a *ᵥ (Pi.single i 1 - Pi.single j 1 : Fin n → ℝ) = 0 := by
    ext k
    simp [Matrix.mulVec_sub, overlapMatrix, hij]
  have hpos := (Matrix.posDef_iff_dotProduct_mulVec.1 hP).2 hc
  rw [h0, dotProduct_zero] at hpos
  exact lt_irrefl _ hpos

end

end ConcentricGaussianOverlap
```

```lean
#print axioms ConcentricGaussianOverlap.overlapMatrix_posDef_iff
```

```
'ConcentricGaussianOverlap.overlapMatrix_posDef_iff' depends on axioms: [propext, Classical.choice, Quot.sound]
```

### How Lean gets from the integral to positive definiteness

`overlap_eq` merges the two exponentials into one and applies Mathlib's formula for the integral of a Gaussian on a Euclidean space. The dimension, three, supplies the exponent $3/2$, and the power of the quotient $\pi/(a+b)$ is then split into two factors.

`integrable_product` obtains integrability from that value. Lean assigns the integral $0$ to a function that is not integrable, whereas the overlap has just been shown to equal a positive number, so the product must be integrable.

`gaussians_independent` is the Vandermonde argument. The step `hs` evaluates the vanishing combination at the radius $\sqrt{k+1}$ and rewrites $e^{-a_i(k+1)}$ as $q_i\,q_i^k$. The Mathlib lemma `Matrix.eq_zero_of_forall_pow_sum_mul_pow_eq_zero` then gives $c_iq_i=0$ for all $i$, and the nonzero exponential is cancelled. The theorem `gaussians_independent` uses only that the exponents are distinct, not that they are positive.

`orbital_sq` expands $\psi^2$ into a double sum. `orbital_norm_sq` integrates that sum term by term, which is allowed because each term is integrable, and inserts `overlap_eq` for each pair. It delivers both the integrability of $\psi^2$ and the identity $\int\psi^2\,d^3x=\pi^{3/2}c^TMc$.

`overlapMatrix_posDef` first checks the symmetry of $M$ and then takes a nonzero $c$. If the combination vanished at every positive radius, `gaussians_independent` would force $c=0$, so there is a radius $r>0$ where it does not vanish. The point `EuclideanSpace.single 0 r`, at distance $r$ along the first axis, turns this radius into a point of space where $\psi^2\neq0$. The lemma `integral_pos_of_integrable_nonneg_nonzero` takes the place of the small-ball argument: a continuous, integrable, nonnegative function that is nonzero somewhere has a positive integral. Removing the positive factor $\pi^{3/2}$ leaves $c^TMc>0$.

`overlapMatrix_posDef_iff` uses this theorem for one direction. For the other it assumes that $M$ is positive definite and that two different indices carry the same exponent. The vector `Pi.single i 1 - Pi.single j 1` is $e_i-e_j$. It is shown to be nonzero (`hc`) and to be annihilated by $M$ (`h0`), so positive definiteness would give $0<0$.
